# Three pointwise equivalent forms of the Poisson equation in a smooth, positive dielectric

## Do the flux, vacuum and square-root forms agree at every point?

A molecule sits in a continuum solvent whose permittivity ε rises smoothly from its value inside the cavity to the bulk value. The solute charge density ρ then produces a potential φ through div(ε∇φ) = −4πρ. I have also seen this written as a vacuum Poisson equation with an added polarization charge, and as an equation for √ε φ that has no first derivatives of the unknown. The three look quite different, and the polarization charge itself contains φ. Are they equivalent at each point, for any smooth positive ε? I would like to see the algebra in full, and a proof that a machine has checked.

## Yes: the product rule and division by ε or √ε connect them

Let ε > 0 and φ be twice continuously differentiable on ℝ^d, and let ρ be any real function. Put u = √ε and ψ = uφ, and define

ρ_pol = ∇ln ε·∇φ/(4π) − (ε − 1)ρ/ε.

At any fixed point, the following are equivalent:

(1) div(ε∇φ) = −4πρ

(2) Δφ = −4π(ρ + ρ_pol)

(3) Δψ − (Δu/u)ψ = −4πρ/u

### From flux to polarization charge

For each coordinate i, the product rule gives ∂ᵢ(ε ∂ᵢφ) = ε ∂ᵢ∂ᵢφ + ∂ᵢε ∂ᵢφ. Summing over i,

div(ε∇φ) = εΔφ + ∇ε·∇φ.

Since ∇ln ε = ∇ε/ε and ρ − (ε − 1)ρ/ε = ρ/ε, the total charge in (2) is

ρ + ρ_pol = ρ/ε + ∇ε·∇φ/(4πε).

Move everything in (2) to the left and multiply by ε:

ε[Δφ + 4π(ρ + ρ_pol)] = εΔφ + ∇ε·∇φ + 4πρ = div(ε∇φ) + 4πρ.

The right side vanishes exactly when (1) holds. Because ε is not zero, the left side vanishes exactly when (2) holds.

The name "polarization charge" is justified by the polarization field P = −(ε − 1)∇φ/(4π). Where (1) holds, and therefore (2) as well,

−div P = [(ε − 1)Δφ + ∇ε·∇φ]/(4π)

= [div(ε∇φ) − Δφ]/(4π)

= −ρ + (ρ + ρ_pol) = ρ_pol.

### Removing the first derivatives

Applying the product rule twice gives

Δ(uφ) = uΔφ + 2∇u·∇φ + φΔu.

The last term is (Δu/u)ψ, so subtracting it leaves uΔφ + 2∇u·∇φ. From ε = u² we have ∇ε = 2u∇u, and hence

Δψ − (Δu/u)ψ = (u²Δφ + 2u∇u·∇φ)/u = div(ε∇φ)/u.

This identity holds for every C² potential, whether or not it solves (1). Equation (3) is therefore (1) divided by the nonzero number u.

An electrolyte fits the same scheme. In the linearized Poisson–Boltzmann model, mobile ions whose charges cancel at each point when φ = 0 contribute a charge density −kφ/(4π). Here k = 4π Σₛ qₛ²nₛ/(k_BT), where qₛ is the charge of ion species s, nₛ its number density at φ = 0, and k_BT the thermal energy. The coefficient k may vary in space. The equation becomes

div(ε∇φ) − kφ = −4πρ.

Since kφ/u = (k/ε)ψ, dividing by u gives

Δψ − (Δu/u + k/ε)ψ = −4πρ/u.

### The Lean file and what its theorems say

```lean
import Mathlib

open Real Matrix

namespace SmoothDielectricPoisson

noncomputable section

variable {d : ℕ}

/-- The partial derivative of a scalar field along the `i`-th coordinate. -/
def pd (i : Fin d) (f : (Fin d → ℝ) → ℝ) (x : Fin d → ℝ) : ℝ :=
  fderiv ℝ f x (Pi.single i 1)

/-- The gradient of a scalar field. -/
def grad (f : (Fin d → ℝ) → ℝ) (x : Fin d → ℝ) : Fin d → ℝ := fun i => pd i f x

/-- The divergence of a vector field. -/
def divg (F : (Fin d → ℝ) → (Fin d → ℝ)) (x : Fin d → ℝ) : ℝ :=
  ∑ i, pd i (fun y => F y i) x

/-- The Laplacian, the divergence of the gradient. -/
def lap (f : (Fin d → ℝ) → ℝ) (x : Fin d → ℝ) : ℝ := divg (grad f) x

/-- The polarization charge density `∇ ln ε · ∇φ / (4π) - (ε - 1) ρ / ε`,
for a permittivity `ε > 0`. -/
def polCharge (ε φ ρ : (Fin d → ℝ) → ℝ) (x : Fin d → ℝ) : ℝ :=
  (grad (fun y => Real.log (ε y)) x ⬝ᵥ grad φ x) / (4 * π) - (ε x - 1) * ρ x / ε x

/-- The dielectric polarization field `P = -(ε - 1) ∇φ / (4π)`. -/
def polarization (ε φ : (Fin d → ℝ) → ℝ) (x : Fin d → ℝ) : Fin d → ℝ :=
  (-(4 * π)⁻¹ * (ε x - 1)) • grad φ x

/-- The product rule for a partial derivative. -/
theorem pd_mul (i : Fin d) {f g : (Fin d → ℝ) → ℝ} {x : Fin d → ℝ}
    (hf : DifferentiableAt ℝ f x) (hg : DifferentiableAt ℝ g x) :
    pd i (fun y => f y * g y) x = f x * pd i g x + g x * pd i f x :=
  congrArg (fun L : (Fin d → ℝ) →L[ℝ] ℝ => L (Pi.single i 1))
    (hf.hasFDerivAt.mul hg.hasFDerivAt).fderiv

/-- The partial derivatives of a C² field are differentiable. -/
theorem pd_differentiable {f : (Fin d → ℝ) → ℝ} (hf : ContDiff ℝ 2 f) (i : Fin d) :
    Differentiable ℝ (pd i f) := by
  have h : Differentiable ℝ (fderiv ℝ f) :=
    (hf.fderiv_right (m := 1) (by norm_num)).differentiable (by norm_num)
  exact fun x => (h x).clm_apply (differentiableAt_const _)

/-- Expansion of the flux term: `div (a ∇f) = a Δf + ∇a · ∇f`. -/
theorem divg_smul_grad {a f : (Fin d → ℝ) → ℝ} {x : Fin d → ℝ}
    (ha : DifferentiableAt ℝ a x) (hf : ContDiff ℝ 2 f) :
    divg (fun y => a y • grad f y) x = a x * lap f x + grad a x ⬝ᵥ grad f x := by
  have h : ∀ i, pd i (fun y => (a y • grad f y) i) x
      = a x * pd i (pd i f) x + pd i a x * pd i f x := fun i =>
    (pd_mul i ha (pd_differentiable hf i x)).trans (by ring)
  calc divg (fun y => a y • grad f y) x
      = ∑ i, (a x * pd i (pd i f) x + pd i a x * pd i f x) :=
        Finset.sum_congr rfl fun i _ => h i
    _ = a x * lap f x + grad a x ⬝ᵥ grad f x := by
        rw [Finset.sum_add_distrib, ← Finset.mul_sum]
        rfl

/-- The Laplacian of a product: `Δ(uv) = u Δv + 2 ∇u · ∇v + v Δu`. -/
theorem lap_mul {u v : (Fin d → ℝ) → ℝ} (hu : ContDiff ℝ 2 u) (hv : ContDiff ℝ 2 v)
    (x : Fin d → ℝ) :
    lap (fun y => u y * v y) x
      = u x * lap v x + 2 * (grad u x ⬝ᵥ grad v x) + v x * lap u x := by
  have du : Differentiable ℝ u := hu.differentiable (by norm_num)
  have dv : Differentiable ℝ v := hv.differentiable (by norm_num)
  have h : ∀ i, pd i (pd i (fun y => u y * v y)) x
      = u x * pd i (pd i v) x + 2 * (pd i u x * pd i v x) + v x * pd i (pd i u) x := by
    intro i
    have e : pd i (fun y => u y * v y) = fun y => u y * pd i v y + v y * pd i u y :=
      funext fun y => pd_mul i (du y) (dv y)
    have A : DifferentiableAt ℝ (fun y => u y * pd i v y) x :=
      (du x).mul (pd_differentiable hv i x)
    have B : DifferentiableAt ℝ (fun y => v y * pd i u y) x :=
      (dv x).mul (pd_differentiable hu i x)
    have s : pd i (fun y => u y * pd i v y + v y * pd i u y) x
        = pd i (fun y => u y * pd i v y) x + pd i (fun y => v y * pd i u y) x :=
      congrArg (fun L : (Fin d → ℝ) →L[ℝ] ℝ => L (Pi.single i 1))
        (A.hasFDerivAt.add B.hasFDerivAt).fderiv
    rw [e, s, pd_mul i (du x) (pd_differentiable hv i x),
      pd_mul i (dv x) (pd_differentiable hu i x)]
    ring
  calc lap (fun y => u y * v y) x
      = ∑ i, (u x * pd i (pd i v) x + 2 * (pd i u x * pd i v x)
          + v x * pd i (pd i u) x) := by
        unfold lap divg
        exact Finset.sum_congr rfl fun i _ => h i
    _ = u x * lap v x + 2 * (grad u x ⬝ᵥ grad v x) + v x * lap u x := by
        simp only [Finset.sum_add_distrib, ← Finset.mul_sum]
        rfl

/-- With `u = √ε`, the permittivity gradient is `∇ε = 2 u ∇u`. -/
theorem grad_eq_sqrt {ε : (Fin d → ℝ) → ℝ} (hε : ContDiff ℝ 2 ε) (hpos : ∀ y, 0 < ε y)
    (x : Fin d → ℝ) : grad ε x = (2 * √(ε x)) • grad (fun y => √(ε y)) x := by
  have hu : DifferentiableAt ℝ (fun y => √(ε y)) x :=
    (hε.sqrt fun y => (hpos y).ne').differentiable (by norm_num) x
  have e : ε = fun y => √(ε y) * √(ε y) :=
    funext fun y => (Real.mul_self_sqrt (hpos y).le).symm
  funext i
  calc pd i ε x = pd i (fun y => √(ε y) * √(ε y)) x := congrArg (fun f => pd i f x) e
    _ = √(ε x) * pd i (fun y => √(ε y)) x + √(ε x) * pd i (fun y => √(ε y)) x :=
        pd_mul i hu hu
    _ = (2 * √(ε x)) * pd i (fun y => √(ε y)) x := by ring

/-- With `u = √ε`, every C² potential satisfies
`Δ(uφ) - (Δu/u) uφ = div (ε ∇φ) / u`. -/
theorem lap_sqrt_mul {ε φ : (Fin d → ℝ) → ℝ} (hε : ContDiff ℝ 2 ε)
    (hpos : ∀ y, 0 < ε y) (hφ : ContDiff ℝ 2 φ) (x : Fin d → ℝ) :
    lap (fun y => √(ε y) * φ y) x - lap (fun y => √(ε y)) x / √(ε x) * (√(ε x) * φ x)
      = divg (fun y => ε y • grad φ y) x / √(ε x) := by
  have hs0 : √(ε x) ≠ 0 := (Real.sqrt_pos.mpr (hpos x)).ne'
  have hs : √(ε x) ^ 2 = ε x := Real.sq_sqrt (hpos x).le
  have hc : lap (fun y => √(ε y)) x / √(ε x) * (√(ε x) * φ x)
      = lap (fun y => √(ε y)) x * φ x := by field_simp
  rw [hc, lap_mul (hε.sqrt fun y => (hpos y).ne') hφ,
    divg_smul_grad (hε.differentiable (by norm_num) x) hφ, grad_eq_sqrt hε hpos,
    smul_dotProduct, smul_eq_mul, eq_div_iff hs0]
  linear_combination lap φ x * hs

/-- Three pointwise equivalent forms of the generalized Poisson equation: the dielectric form,
the vacuum form with polarization charge, and the form for `ψ = √ε φ` without first derivatives
of `ψ`. -/
theorem generalized_poisson_tfae {ε φ : (Fin d → ℝ) → ℝ} (hε : ContDiff ℝ 2 ε)
    (hpos : ∀ y, 0 < ε y) (hφ : ContDiff ℝ 2 φ) (ρ : (Fin d → ℝ) → ℝ) (x : Fin d → ℝ) :
    List.TFAE [
      divg (fun y => ε y • grad φ y) x = -4 * π * ρ x,
      lap φ x = -4 * π * (ρ x + polCharge ε φ ρ x),
      lap (fun y => √(ε y) * φ y) x
        - lap (fun y => √(ε y)) x / √(ε x) * (√(ε x) * φ x) = -4 * π * ρ x / √(ε x)] := by
  have hne : ε x ≠ 0 := (hpos x).ne'
  have hs0 : √(ε x) ≠ 0 := (Real.sqrt_pos.mpr (hpos x)).ne'
  have dε : DifferentiableAt ℝ ε x := hε.differentiable (by norm_num) x
  have hlog : grad (fun y => Real.log (ε y)) x = (ε x)⁻¹ • grad ε x :=
    funext fun i => congrArg (fun L : (Fin d → ℝ) →L[ℝ] ℝ => L (Pi.single i 1))
      (dε.hasFDerivAt.log hne).fderiv
  -- the residuals of the first two equations differ by the factor ε
  have key : ε x * (lap φ x - -4 * π * (ρ x + polCharge ε φ ρ x))
      = divg (fun y => ε y • grad φ y) x - -4 * π * ρ x := by
    rw [polCharge, hlog, divg_smul_grad dε hφ, smul_dotProduct, smul_eq_mul]
    field_simp
    ring
  tfae_have 1 → 2 := by
    intro h
    rw [h, sub_self] at key
    exact sub_eq_zero.mp ((mul_eq_zero.mp key).resolve_left hne)
  tfae_have 2 → 1 := by
    intro h
    rw [← h, sub_self, mul_zero] at key
    exact sub_eq_zero.mp key.symm
  tfae_have 1 ↔ 3 := by
    rw [lap_sqrt_mul hε hpos hφ, div_left_inj' hs0]
  tfae_finish

/-- Where the generalized Poisson equation holds, the polarization charge density is minus the
divergence of the dielectric polarization. -/
theorem polCharge_eq_neg_divg {ε φ ρ : (Fin d → ℝ) → ℝ} (hε : ContDiff ℝ 2 ε)
    (hpos : ∀ y, 0 < ε y) (hφ : ContDiff ℝ 2 φ) {x : Fin d → ℝ}
    (h : divg (fun y => ε y • grad φ y) x = -4 * π * ρ x) :
    polCharge ε φ ρ x = -divg (polarization ε φ) x := by
  have dε : DifferentiableAt ℝ ε x := hε.differentiable (by norm_num) x
  have h2 := ((generalized_poisson_tfae hε hpos hφ ρ x).out 0 1).mp h
  have hd := (dε.hasFDerivAt.sub_const 1).const_mul (-(4 * π)⁻¹)
  have hg : grad (fun y => -(4 * π)⁻¹ * (ε y - 1)) x = (-(4 * π)⁻¹) • grad ε x :=
    funext fun i => congrArg (fun L : (Fin d → ℝ) →L[ℝ] ℝ => L (Pi.single i 1)) hd.fderiv
  have hP : divg (polarization ε φ) x
      = -(4 * π)⁻¹ * (ε x - 1) * lap φ x + -(4 * π)⁻¹ * (grad ε x ⬝ᵥ grad φ x) := by
    have h3 := divg_smul_grad hd.differentiableAt hφ
    rw [hg, smul_dotProduct, smul_eq_mul] at h3
    exact h3
  have hc : -(4 * π)⁻¹ * (4 * π) = -1 := by
    rw [neg_mul, inv_mul_cancel₀ (by positivity)]
  rw [divg_smul_grad dε hφ] at h
  rw [hP]
  linear_combination -(4 * π)⁻¹ * h - -(4 * π)⁻¹ * h2 + polCharge ε φ ρ x * hc

/-- The linearized Poisson-Boltzmann equation with screening coefficient `k` is pointwise
equivalent to an equation for `ψ = uφ`, `u = √ε`, with potential `Δu/u + k/ε`. -/
theorem screened_poisson_iff {ε φ : (Fin d → ℝ) → ℝ} (hε : ContDiff ℝ 2 ε)
    (hpos : ∀ y, 0 < ε y) (hφ : ContDiff ℝ 2 φ) (k ρ : (Fin d → ℝ) → ℝ) (x : Fin d → ℝ) :
    divg (fun y => ε y • grad φ y) x - k x * φ x = -4 * π * ρ x ↔
      lap (fun y => √(ε y) * φ y) x
        - (lap (fun y => √(ε y)) x / √(ε x) + k x / ε x) * (√(ε x) * φ x)
        = -4 * π * ρ x / √(ε x) := by
  have hs0 : √(ε x) ≠ 0 := (Real.sqrt_pos.mpr (hpos x)).ne'
  have hs : √(ε x) ^ 2 = ε x := Real.sq_sqrt (hpos x).le
  have hk : k x / ε x * (√(ε x) * φ x) = k x * φ x / √(ε x) := by
    rw [div_mul_eq_mul_div, div_eq_div_iff (hpos x).ne' hs0]
    linear_combination k x * φ x * hs
  rw [add_mul, ← sub_sub, lap_sqrt_mul hε hpos hφ, hk, ← sub_div, div_left_inj' hs0]

end

end SmoothDielectricPoisson
```

```lean
#print axioms SmoothDielectricPoisson.generalized_poisson_tfae
#print axioms SmoothDielectricPoisson.polCharge_eq_neg_divg
#print axioms SmoothDielectricPoisson.screened_poisson_iff
```

```
'SmoothDielectricPoisson.generalized_poisson_tfae' depends on axioms: [propext, Classical.choice, Quot.sound]
'SmoothDielectricPoisson.polCharge_eq_neg_divg' depends on axioms: [propext, Classical.choice, Quot.sound]
'SmoothDielectricPoisson.screened_poisson_iff' depends on axioms: [propext, Classical.choice, Quot.sound]
```

A point is a function `Fin d → ℝ`, and a scalar field is a real function of such points. The partial derivative `pd i f x` is the Fréchet derivative of `f` at `x`, applied to the unit vector `Pi.single i 1`. From it the file builds `grad`, `divg` and `lap`, with the Laplacian defined as the divergence of the gradient. The symbol `⬝ᵥ` is the ordinary dot product. `polCharge` and `polarization` are ρ_pol and P.

The main theorem, `generalized_poisson_tfae`, takes ε and φ with `ContDiff ℝ 2`, the condition `hpos` that ε is positive everywhere, an arbitrary `ρ` and a point `x`. `List.TFAE` states that the three listed equations at `x` are equivalent. The third writes ψ out as `√(ε y) * φ y`. No equation is assumed at any other point, and ρ needs no continuity.

`polCharge_eq_neg_divg` assumes (1) at `x` and concludes ρ_pol = −div P there. `screened_poisson_iff` is the equivalence with the electrolyte term, for any real function `k`; a physical screening coefficient would be nonnegative.

The factor 4π is the convention of Gaussian units and of Hartree atomic units, with ε the relative permittivity and ρ the free charge. The dielectric is linear, local and isotropic, and its permittivity is given. A sharp cavity, where ε jumps, does not meet the smoothness hypothesis. Point nuclei are excluded too: since φ is C², a ρ that satisfies (1) throughout a region is continuous there. The ionic response is linearized, and nonelectrostatic solvation energies do not enter. Existence of solutions, uniqueness and boundary conditions are separate questions.

Positivity matters. Take d = 1, ε = 0 everywhere, φ(x) = x² and ρ = 0. Equation (1) reads 0 = 0 and is true. Lean assigns the value 0 to ln 0 and to division by zero, so ρ_pol = 0 and equation (2) reads 2 = 0, which is false. This example only tests the hypothesis: an ordinary dielectric does not have zero static permittivity. With ε = 0 everywhere, φ drops out of the flux equation, which then says nothing about the potential.

In continuum-solvent electronic structure, form (2) lets a vacuum Poisson solver be applied repeatedly while ρ_pol is updated from the current φ, for a fixed, smooth, linear dielectric. Whether such an iteration converges is a further matter, since the equivalence concerns only the equations themselves.

### How the proof follows the algebra

`pd_mul` is the product rule for one partial derivative. `pd_differentiable` shows that the first partial derivatives of a C² field are differentiable, which allows the product rule to be used a second time. With these, `divg_smul_grad` expands div(a∇f) and `lap_mul` expands Δ(uv). Both work coordinate by coordinate and then sum.

`grad_eq_sqrt` writes ε as √ε·√ε and differentiates, giving ∇ε = 2u∇u. `lap_sqrt_mul` is the identity behind form (3). It first cancels u in (Δu/u)uφ, then inserts the two expansions and multiplies through by u using `eq_div_iff`. What remains differs only by u² in place of ε in front of Δφ, and `linear_combination lap φ x * hs` closes that gap with `hs`, the statement u² = ε.

In the main theorem, `hlog` is ∇ln ε = ∇ε/ε, and `key` is the displayed identity in which (2), with everything on one side, is multiplied by ε. If (1) holds, the right side of `key` is zero, and `mul_eq_zero` together with ε ≠ 0 gives (2). If (2) holds, the left side is zero and (1) follows. For (1) ⇔ (3), `lap_sqrt_mul` turns the left side of (3) into div(ε∇φ)/u, and `div_left_inj'` cancels the common nonzero denominator.

For the polarization field, the proof obtains (2) from (1) through the main theorem and expands div P with `divg_smul_grad`, taking −(ε − 1)/(4π) as the coefficient a. The final `linear_combination` combines the two equations as in the derivation above. For the electrolyte, `hk` is the identity (k/ε)uφ = kφ/u. After it is inserted, both sides of the transformed equation have the denominator u, which cancels as before.
